# In a finite basis, a large enough core shift lifts all levels above e exactly when the space orthogonal to the core lies strictly above e

## My shifted core level is above zero, so why is there still a state below it?

I want the valence states of a one-particle Hamiltonian without the core states underneath, so I add a positive multiple of the core projector to push the core up. In a toy case the core orbital sits at −10 eV, the valence orbital at 1 eV, and they are coupled by 2 eV. I want nothing at or below 0. A shift of 12 eV puts the core orbital at 2 eV, so both diagonal entries are positive, yet the lowest eigenvalue is about −0.56 eV. Does a larger shift always cure this, even with many core functions that are neither orthonormal nor eigenvectors of the Hamiltonian?

## The space orthogonal to the core decides

The choice to settle first is what counts as a successful shift. Here it means that one real number $\mu$ makes

$$H-e+\mu\,CC^\dagger$$

positive definite, so that every eigenvalue of $H+\mu CC^\dagger$ exceeds $e$. $H$ is a Hermitian matrix in a finite orthonormal basis, $e$ is a real reference energy, and the columns of $C$ are the core functions. They may be any vectors, so $CC^\dagger$ need not be a projector. The letter $\mu$ is a shift, not a chemical potential.

Such a $\mu$ exists if and only if $\langle y,Hy\rangle>e\|y\|^2$ for every nonzero $y$ with $C^\dagger y=0$. A large enough shift therefore removes the state below zero in your toy case, but no shift helps when a vector orthogonal to the core already lies at or below $e$.

### Why the condition is necessary and sufficient

Since $y^\dagger CC^\dagger y=\|C^\dagger y\|^2$, the shifted quadratic form is

$$E_\mu(y)=\langle y,Hy\rangle-e\|y\|^2+\mu\|C^\dagger y\|^2 .$$

If some $\mu$ works, take a nonzero $y$ with $C^\dagger y=0$. The last term vanishes, and $E_\mu(y)>0$ is the stated condition.

Conversely, assume the condition and suppose that no shift works. Then for each $k=0,1,2,\dots$ some nonzero vector has $E_k(y)\le0$. Rescaling by a real factor multiplies $E_k$ by its square, so the vector can be taken from the unit sphere. Let $K_k$ be the set of all unit vectors with $E_k(y)\le0$. It is closed and bounded, hence compact, and $K_{k+1}\subseteq K_k$ because $E_{k+1}(y)-E_k(y)=\|C^\dagger y\|^2\ge0$. Nested nonempty compact sets have a common point, so one unit vector $y$ satisfies

$$\langle y,Hy\rangle-e\|y\|^2+k\|C^\dagger y\|^2\le0\quad\text{for all }k.$$

If $\|C^\dagger y\|^2$ were positive, a large $k$ would violate this. Hence $C^\dagger y=0$, and $k=0$ gives $\langle y,Hy\rangle\le e\|y\|^2$, a contradiction.

The argument gives no value for $\mu$. Once one shift works, however, every larger one does, because $E_\mu(y)$ never decreases with $\mu$.

### The threshold in your example

For a core orbital at energy $a$, a valence orbital at energy $d>e$ and a coupling $b$, number the amplitudes $y_0$ (core) and $y_1$ (valence), and set $\delta=d-e$. Completing the square gives

$$\delta E_\mu(y)=|\delta y_1+b^*y_0|^2+\big[(a-e+\mu)\delta-|b|^2\big]|y_0|^2 .$$

If the bracket is positive, so is $E_\mu(y)$ whenever $y_0\neq0$; if $y_0=0$, then $E_\mu(y)=\delta|y_1|^2>0$ for nonzero $y$. Conversely, $y=(\delta,-b^*)$ makes the square vanish, so the bracket must be positive. The normalised energy of this vector relative to $e$ is $\delta[(a-e+\mu)\delta-|b|^2]/(\delta^2+|b|^2)$. The exact criterion is

$$\mu>e-a+\frac{|b|^2}{d-e}.$$

Your numbers give $0+10+4/1=14$ eV. At 12 eV the shifted matrix has diagonal 2, 1 and determinant $2-4=-2$, hence a negative eigenvalue. At 15 eV the diagonal is 5, 1, the determinant is $5-4=1$, and the eigenvalues are $3\pm\sqrt8$, about 0.17 and 5.83 eV. The shift does not preserve the valence eigenvalue, however: the upper eigenvalue of the unshifted matrix is about 1.35 eV, while the lower eigenvalue of the shifted one tends to 1 eV, the diagonal entry of the valence orbital, as $\mu$ grows.

The strict inequality matters. With $a=d=e=0$ and $b=1$, vectors orthogonal to the core have energy zero. Yet for every $\mu$ the vector $(1,-t)$ with $t=|\mu|+1$ has normalised energy $(\mu-2t)/(1+t^2)<0$.

### The statement and proof in Lean

```lean
import Mathlib

open Matrix
open scoped ComplexOrder

namespace CoreShift

noncomputable section

variable {n m : Type*} [Fintype n] [Fintype m]

/-- The squared norm of a coefficient vector. -/
def weight (y : n → ℂ) : ℝ := ∑ i, ‖y i‖ ^ 2

/-- The real part of the quadratic form `y† M y`. -/
def energy (M : Matrix n n ℂ) (y : n → ℂ) : ℝ := (star y ⬝ᵥ M *ᵥ y).re

/-- The Hamiltonian measured from the energy `e`, plus `mu` times `C Cᴴ`, where the columns of `C`
are the core functions: `H - e + mu C Cᴴ`. -/
def shifted [DecidableEq n] (H : Matrix n n ℂ) (C : Matrix n m ℂ) (e mu : ℝ) :
    Matrix n n ℂ :=
  H - (e : ℂ) • (1 : Matrix n n ℂ) + (mu : ℂ) • (C * Cᴴ)

/-- The real part of `y† y` is the squared norm of `y`. -/
theorem re_star_dotProduct_self (y : n → ℂ) : (star y ⬝ᵥ y).re = weight y := by
  simp only [dotProduct, weight, Complex.re_sum]
  refine Finset.sum_congr rfl fun i _ => ?_
  rw [Complex.sq_norm, Complex.normSq_apply]
  simp [Complex.mul_re]

/-- A Hermitian matrix is positive definite exactly when every nonzero vector has
positive energy. -/
theorem posDef_iff_energy {M : Matrix n n ℂ} (hM : M.IsHermitian) :
    M.PosDef ↔ ∀ y : n → ℂ, y ≠ 0 → 0 < energy M y := by
  rw [Matrix.posDef_iff_dotProduct_mulVec]
  constructor
  · rintro ⟨_, h⟩ y hy
    exact (Complex.lt_def.1 (h hy)).1
  · intro h
    refine ⟨hM, ?_⟩
    intro y hy
    -- the quadratic form of a Hermitian matrix is real
    have hs : star (star y ⬝ᵥ M *ᵥ y) = star y ⬝ᵥ M *ᵥ y := by
      conv_rhs => rw [Matrix.star_dotProduct, Matrix.star_mulVec, hM.eq,
        ← Matrix.dotProduct_mulVec]
    have him := congrArg Complex.im hs
    rw [Complex.star_def, Complex.conj_im] at him
    refine Complex.lt_def.2 ⟨h y hy, ?_⟩
    rw [Complex.zero_im]
    linarith

/-- The energy scales with the square of a real factor on the vector. -/
theorem energy_smul (M : Matrix n n ℂ) (c : ℝ) (y : n → ℂ) :
    energy M ((c : ℂ) • y) = c ^ 2 * energy M y := by
  unfold energy
  rw [star_smul, Matrix.mulVec_smul, smul_dotProduct, dotProduct_smul,
    Complex.star_def, Complex.conj_ofReal, smul_eq_mul, smul_eq_mul,
    Complex.re_ofReal_mul, Complex.re_ofReal_mul]
  ring

variable [DecidableEq n]

/-- The shift adds `mu` times the squared core overlap to the energy measured from `e`. -/
theorem energy_shifted (H : Matrix n n ℂ) (C : Matrix n m ℂ) (e mu : ℝ) (y : n → ℂ) :
    energy (shifted H C e mu) y
      = energy H y - e * weight y + mu * weight (Cᴴ *ᵥ y) := by
  have hC : star y ⬝ᵥ (C * Cᴴ) *ᵥ y = star (Cᴴ *ᵥ y) ⬝ᵥ (Cᴴ *ᵥ y) := by
    rw [Matrix.star_mulVec, Matrix.conjTranspose_conjTranspose,
      ← Matrix.dotProduct_mulVec, Matrix.mulVec_mulVec]
  unfold energy shifted
  rw [Matrix.add_mulVec, Matrix.sub_mulVec, Matrix.smul_mulVec, Matrix.smul_mulVec,
    Matrix.one_mulVec, dotProduct_add, dotProduct_sub, dotProduct_smul, dotProduct_smul,
    hC, smul_eq_mul, smul_eq_mul, Complex.add_re, Complex.sub_re,
    Complex.re_ofReal_mul, Complex.re_ofReal_mul, re_star_dotProduct_self y,
    re_star_dotProduct_self (Cᴴ *ᵥ y)]

omit [Fintype n] in
/-- The core-shifted matrix of a Hermitian Hamiltonian is Hermitian. -/
theorem shifted_isHermitian {H : Matrix n n ℂ} (hH : H.IsHermitian)
    (C : Matrix n m ℂ) (e mu : ℝ) : (shifted H C e mu).IsHermitian := by
  unfold Matrix.IsHermitian shifted
  simp [Matrix.conjTranspose_add, Matrix.conjTranspose_sub, Matrix.conjTranspose_smul,
    Matrix.conjTranspose_mul, hH.eq]

/-- If a core shift makes the matrix of a Hermitian Hamiltonian positive definite, so does
every larger one. -/
theorem posDef_of_le {H : Matrix n n ℂ} (hH : H.IsHermitian) (C : Matrix n m ℂ)
    {e mu nu : ℝ} (hle : mu ≤ nu) (h : (shifted H C e mu).PosDef) :
    (shifted H C e nu).PosDef := by
  rw [posDef_iff_energy (shifted_isHermitian hH C e _)] at h ⊢
  intro y hy
  have h1 := h y hy
  rw [energy_shifted] at h1 ⊢
  have h2 : 0 ≤ weight (Cᴴ *ᵥ y) := Finset.sum_nonneg fun i _ => sq_nonneg _
  have h3 := mul_le_mul_of_nonneg_right hle h2
  linarith

/-- For a Hermitian Hamiltonian, some core shift makes `H - e + mu C Cᴴ` positive definite
if and only if every nonzero vector orthogonal to the core functions has
`⟨y, H y⟩ > e ‖y‖²`. -/
theorem exists_core_shift_iff {H : Matrix n n ℂ} (hH : H.IsHermitian)
    (C : Matrix n m ℂ) (e : ℝ) :
    (∃ mu : ℝ, (shifted H C e mu).PosDef) ↔
      ∀ y : n → ℂ, y ≠ 0 → Cᴴ *ᵥ y = 0 → e * weight y < energy H y := by
  constructor
  · rintro ⟨mu, h⟩ y hy hC
    have h1 := (posDef_iff_energy (shifted_isHermitian hH C e mu)).1 h y hy
    have h0 : weight (0 : m → ℂ) = 0 := by simp [weight]
    rw [energy_shifted, hC, h0] at h1
    linarith
  · intro hval
    by_contra hno
    have hcont : ∀ M : Matrix n n ℂ, Continuous (energy M) := by
      intro M
      have h : Continuous fun y : n → ℂ => ∑ i, star (y i) * ∑ j, M i j * y j :=
        continuous_finsetSum _ fun i _ => (continuous_apply i).star.mul
          (continuous_finsetSum _ fun j _ => continuous_const.mul (continuous_apply j))
      exact Complex.continuous_re.comp h
    -- unit vectors that still have nonpositive energy at shift k
    let K : ℕ → Set (n → ℂ) := fun k =>
      Metric.sphere 0 1 ∩ {y | energy (shifted H C e (k : ℝ)) y ≤ 0}
    have hcl : ∀ k, IsClosed {y | energy (shifted H C e ((k : ℕ) : ℝ)) y ≤ 0} :=
      fun k => isClosed_le (hcont _) continuous_const
    have hdec : ∀ k, K (k + 1) ⊆ K k := by
      rintro k y ⟨hy, hk⟩
      refine ⟨hy, ?_⟩
      simp only [Set.mem_ofPred_eq, energy_shifted] at hk ⊢
      have h2 : 0 ≤ weight (Cᴴ *ᵥ y) := Finset.sum_nonneg fun i _ => sq_nonneg _
      push_cast at hk
      linarith
    have hne : ∀ k, (K k).Nonempty := by
      intro k
      by_contra hk
      apply hno
      refine ⟨k, (posDef_iff_energy (shifted_isHermitian hH C e k)).2 fun y hy => ?_⟩
      by_contra hneg
      apply hk
      refine ⟨((‖y‖⁻¹ : ℝ) : ℂ) • y, ?_, ?_⟩
      · rw [mem_sphere_zero_iff_norm, norm_smul, Complex.norm_real, norm_inv, norm_norm,
          inv_mul_cancel₀ (norm_ne_zero_iff.2 hy)]
      · rw [Set.mem_ofPred_eq, energy_smul]
        exact mul_nonpos_of_nonneg_of_nonpos (sq_nonneg _) (not_lt.1 hneg)
    -- by compactness one vector defeats all shifts
    obtain ⟨y, hy⟩ := IsCompact.nonempty_iInter_of_sequence_nonempty_isCompact_isClosed
      K hdec hne ((isCompact_sphere 0 1).inter_right (hcl 0))
      (fun k => Metric.isClosed_sphere.inter (hcl k))
    rw [Set.mem_iInter] at hy
    have hb : ∀ k : ℕ, energy H y - e * weight y + k * weight (Cᴴ *ᵥ y) ≤ 0 := by
      intro k
      rw [← energy_shifted]
      exact (hy k).2
    have hy0 : y ≠ 0 := by
      rintro rfl
      have h := mem_sphere_zero_iff_norm.1 (hy 0).1
      simp at h
    have hC : Cᴴ *ᵥ y = 0 := by
      by_contra hC
      obtain ⟨i, hi⟩ := Function.ne_iff.1 hC
      have hpos : 0 < weight (Cᴴ *ᵥ y) :=
        Finset.sum_pos' (fun j _ => sq_nonneg _)
          ⟨i, Finset.mem_univ i, pow_pos (norm_pos_iff.2 hi) 2⟩
      obtain ⟨k, hk⟩ := exists_nat_gt (-(energy H y - e * weight y) / weight (Cᴴ *ᵥ y))
      rw [div_lt_iff₀ hpos] at hk
      linarith [hb k]
    have h1 := hval y hy0 hC
    have h2 := hb 0
    simp only [Nat.cast_zero, zero_mul, add_zero] at h2
    linarith

/-- One core orbital at energy `a` and one valence orbital at energy `d`, coupled by `b`. -/
def twoLevel (a d : ℝ) (b : ℂ) : Matrix (Fin 2) (Fin 2) ℂ := !![(a : ℂ), b; star b, (d : ℂ)]

/-- The core orbital of the two-level model as a single column. -/
def core : Matrix (Fin 2) (Fin 1) ℂ := !![1; 0]

/-- The shifted energy of the two-level model in real and imaginary parts. -/
theorem energy_twoLevel (a d e mu : ℝ) (b : ℂ) (y : Fin 2 → ℂ) :
    energy (shifted (twoLevel a d b) core e mu) y
      = (a - e + mu) * ((y 0).re ^ 2 + (y 0).im ^ 2)
        + (d - e) * ((y 1).re ^ 2 + (y 1).im ^ 2)
        + 2 * (b.re * ((y 0).re * (y 1).re + (y 0).im * (y 1).im)
          - b.im * ((y 0).re * (y 1).im - (y 0).im * (y 1).re)) := by
  rw [energy_shifted]
  simp [energy, weight, twoLevel, core, Matrix.mulVec, dotProduct, Fin.sum_univ_two,
    Complex.sq_norm, Complex.normSq_apply]
  ring

/-- If the valence level `d` lies above `e`, the matrix `H - e + mu C Cᴴ` of the two-level model is
positive definite exactly when `mu > e - a + |b|² / (d - e)`. -/
theorem twoLevel_threshold {a d e : ℝ} (b : ℂ) (hd : e < d) (mu : ℝ) :
    (shifted (twoLevel a d b) core e mu).PosDef ↔ e - a + ‖b‖ ^ 2 / (d - e) < mu := by
  have hH : (twoLevel a d b).IsHermitian := by
    ext i j
    fin_cases i <;> fin_cases j <;> simp [twoLevel]
  have hδ : 0 < d - e := sub_pos.2 hd
  have hb : ‖b‖ ^ 2 = b.re ^ 2 + b.im ^ 2 := by
    rw [Complex.sq_norm, Complex.normSq_apply]
    ring
  rw [posDef_iff_energy (shifted_isHermitian hH core e mu)]
  constructor
  · intro h
    -- test with the vector that minimises over the valence amplitude
    have h1 := h ![((d - e : ℝ) : ℂ), -star b] (by
      intro h0
      have h2 := congrArg Complex.re (congrFun h0 0)
      simp only [Matrix.cons_val_zero, Complex.ofReal_re, Pi.zero_apply,
        Complex.zero_re] at h2
      linarith)
    have hE : energy (shifted (twoLevel a d b) core e mu) ![((d - e : ℝ) : ℂ), -star b]
        = (d - e) * ((a - e + mu) * (d - e) - ‖b‖ ^ 2) := by
      rw [energy_twoLevel, hb]
      simp
      ring
    rw [hE] at h1
    have h2 := (mul_pos_iff_of_pos_left hδ).1 h1
    have h3 : ‖b‖ ^ 2 / (d - e) < a - e + mu := by
      rw [div_lt_iff₀ hδ]
      linarith
    linarith
  · intro h y hy
    have h3 : ‖b‖ ^ 2 / (d - e) < a - e + mu := by linarith
    rw [div_lt_iff₀ hδ, hb] at h3
    have hpos : ∀ z : ℂ, z ≠ 0 → 0 < z.re ^ 2 + z.im ^ 2 := by
      intro z hz
      have h4 := Complex.normSq_pos.2 hz
      rw [Complex.normSq_apply] at h4
      nlinarith
    rw [energy_twoLevel]
    by_cases h0 : y 0 = 0
    · have h1 : y 1 ≠ 0 := by
        intro h1
        apply hy
        ext i
        fin_cases i
        · exact h0
        · exact h1
      have h5 := mul_pos hδ (hpos _ h1)
      simpa [h0] using h5
    · -- complete the square in the valence amplitude
      have h5 := mul_pos (sub_pos.2 h3) (hpos _ h0)
      refine (mul_pos_iff_of_pos_left hδ).1 ?_
      linarith [sq_nonneg ((d - e) * (y 1).re + b.re * (y 0).re + b.im * (y 0).im),
        sq_nonneg ((d - e) * (y 1).im + b.re * (y 0).im - b.im * (y 0).re)]

/-- With both levels at zero and unit coupling, vectors orthogonal to the core have
nonnegative energy, yet every core shift leaves some vector with negative energy. -/
theorem strictness_needed :
    (∀ y : Fin 2 → ℂ, coreᴴ *ᵥ y = 0 → 0 ≤ energy (twoLevel 0 0 1) y) ∧
      ∀ mu : ℝ, ∃ y, energy (shifted (twoLevel 0 0 1) core 0 mu) y < 0 := by
  constructor
  · intro y hy
    have h0 : y 0 = 0 := by
      have h := congrFun hy 0
      simpa [core, Matrix.mulVec, dotProduct, Fin.sum_univ_two] using h
    simp [energy, twoLevel, Matrix.mulVec, dotProduct, Fin.sum_univ_two, h0]
  · intro mu
    refine ⟨![1, ((-(|mu| + 1) : ℝ) : ℂ)], ?_⟩
    have hE : energy (shifted (twoLevel 0 0 1) core 0 mu)
        ![1, ((-(|mu| + 1) : ℝ) : ℂ)] = mu - 2 * (|mu| + 1) := by
      rw [energy_twoLevel]
      simp
      ring
    rw [hE]
    linarith [le_abs_self mu, abs_nonneg mu]

end

end CoreShift
```

```lean
#print axioms CoreShift.posDef_of_le
#print axioms CoreShift.exists_core_shift_iff
#print axioms CoreShift.twoLevel_threshold
#print axioms CoreShift.strictness_needed
```

```
'CoreShift.posDef_of_le' depends on axioms: [propext, Classical.choice, Quot.sound]
'CoreShift.exists_core_shift_iff' depends on axioms: [propext, Classical.choice, Quot.sound]
'CoreShift.twoLevel_threshold' depends on axioms: [propext, Classical.choice, Quot.sound]
'CoreShift.strictness_needed' depends on axioms: [propext, Classical.choice, Quot.sound]
```

In `exists_core_shift_iff`, `n` labels basis functions and `m` labels core functions; `hH` says that $H$ is Hermitian. `shifted H C e mu` is the matrix above, and `PosDef` is positive definiteness. `weight y` is $\|y\|^2$, and `energy M y` is the real part of $y^\dagger My$, which must be divided by `weight y` to give an expectation value. For a nonorthogonal basis with overlap matrix $S$, either orthonormalise first or apply the theorem with $H-eS$, $SC$ and $0$ in place of $H$, $C$ and $e$.

`posDef_iff_energy` reduces positive definiteness to positive `energy`, using the fact that a Hermitian form is real. `energy_shifted` is the formula for $E_\mu$, `energy_smul` is the scaling rule, and `posDef_of_le` is the statement about larger shifts.

In the main proof, `hne` rescales a failing vector into `K k`, and `hdec` shows that the sets are nested. The unit sphere there is that of Lean's default norm, the largest modulus of a component, which serves compactness equally well. The intersection theorem supplies the common vector, `hb` records its inequalities, and `exists_nat_gt` picks the large $k$ that forces $C^\dagger y=0$.

`twoLevel_threshold` tests the vector $(\delta,-b^*)$ in one direction. In the other, it passes the squared real and imaginary parts of $\delta y_1+b^*y_0$ to `linarith`. `strictness_needed` contains the counter-example.

The result bears on valence-only electronic-structure calculations that penalise core character, as long as $H$ is a fixed one-particle matrix in a finite basis. The step to a complete basis is left open: nothing here bounds the required $\mu$ as the basis grows.
